# The operators x + F, built from swaps F, satisfy the Yang–Baxter equation

**Q:** Three particles on a line, each with $d$ internal states, collide pairwise. Depending on where they start, the pair 1,2 meets first or last. If the three-body process factorises into two-body ones, both orders must give the same outcome. You claim this for two-body operators $R_{ij}(x)=x+F_{ij}$, where $F_{ij}$ swaps the internal states of particles $i$ and $j$. What exactly is the equation?

**A:** For all complex $u$ and $v$,
$$R_{12}(u-v)R_{13}(u)R_{23}(v)=R_{23}(v)R_{13}(u)R_{12}(u-v).$$
If particle $i$ has real rapidity $\theta_i$, read $u=i(\theta_1-\theta_3)$ and $v=i(\theta_2-\theta_3)$, up to a common real scale; the prefactor $i$ is the imaginary unit, and it makes each $x+F$ a multiple of a unitary operator. Then $u-v=i(\theta_1-\theta_2)$, so each operator depends on the rapidity difference of its own pair.

**Q:** Show me by hand, without assuming that first argument.

**A:** Call it $w$. Write a state as amplitudes $\psi(a,b,c)$, so that $(F_{12}\psi)(a,b,c)=\psi(b,a,c)$, and similarly for the other swaps. Composing the swaps of two different pairs gives at most two different operators:
$$C=F_{12}F_{13}=F_{13}F_{23}=F_{23}F_{12},\qquad (C\psi)(a,b,c)=\psi(c,a,b),$$
$$D=F_{13}F_{12}=F_{12}F_{23}=F_{23}F_{13},\qquad (D\psi)(a,b,c)=\psi(b,c,a).$$
Now expand both orderings. The constant and single-swap terms agree. The triple products agree too, since $F_{12}F_{13}F_{23}=F_{13}F_{23}F_{23}=F_{13}$ and $F_{23}F_{13}F_{12}=F_{13}F_{12}F_{12}=F_{13}$. The double swaps are $vC+uD+wC$ on the left and $vD+uC+wD$ on the right. The difference is therefore
$$(w+v-u)(C-D)=(w+v-u)[F_{12},F_{13}],$$
which vanishes at $w=u-v$.

**Q:** Give me numbers.

**A:** Take $d=2$, $u=3$, $v=1$ (real values keep the arithmetic simple, but they do not correspond to real rapidities), and let $e_k$ be the product state with particle $k$ in level 1 and the others in level 0. With $w=2$, the left side acts on $e_1$ as
$$e_1\to 2e_1\to 6e_1+2e_3\to 12e_1+6e_2+6e_3,$$
and the right side as
$$e_1\to 2e_1+e_2\to 6e_1+4e_2+2e_3\to 12e_1+6e_2+6e_3.$$
With $w=1$ instead, the left gives $6e_1+6e_2+4e_3$ and the right $6e_1+5e_2+5e_3$. They differ by $e_2-e_3$, as the formula predicts.

**Q:** Now the Lean version. Where is the tensor product?

```lean
import Mathlib

namespace SwapYangBaxter

noncomputable section
```

**A:** It is represented in the product basis. A state is a complex function of three basis labels, each in `Fin d`.

```lean
/-- States of three copies of `C^d`, given by their amplitudes in the product basis. -/
abbrev ThreeSites (d : ℕ) := Fin d × Fin d × Fin d → ℂ
```

A product state has the amplitudes $x_a y_b z_c$.

```lean
variable {d : ℕ}

/-- The product state `x ⊗ y ⊗ z`. -/
def productState (x y z : Fin d → ℂ) : ThreeSites d :=
  fun p => x p.1 * y p.2.1 * z p.2.2
```

**Q:** And the swaps are just relabelled arguments?

**A:** Yes, as linear operators, which is what `Module.End ℂ` means. Multiplication there is composition, so the rightmost factor acts first.

```lean
/-- The swap of sites 1 and 2. -/
def F12 : Module.End ℂ (ThreeSites d) where
  toFun ψ := fun p => ψ (p.2.1, p.1, p.2.2)
  map_add' _ _ := rfl
  map_smul' _ _ := rfl

/-- The swap of sites 1 and 3. -/
def F13 : Module.End ℂ (ThreeSites d) where
  toFun ψ := fun p => ψ (p.2.2, p.2.1, p.1)
  map_add' _ _ := rfl
  map_smul' _ _ := rfl

/-- The swap of sites 2 and 3. -/
def F23 : Module.End ℂ (ThreeSites d) where
  toFun ψ := fun p => ψ (p.1, p.2.2, p.2.1)
  map_add' _ _ := rfl
  map_smul' _ _ := rfl
```

The number $x$ in $x+F$ becomes $x$ times the identity.

```lean
/-- The operator `R(x) = x + F` with spectral parameter `x`, for a linear operator `F`. -/
def R (F : Module.End ℂ (ThreeSites d)) (x : ℂ) : Module.End ℂ (ThreeSites d) :=
  x • 1 + F
```

**Q:** Permuting arguments and permuting particles can differ by an inverse. How do I know that these are the physical swaps?

**A:** A transposition is its own inverse, and the next theorem checks the action on product states directly. Since product states span the space, that fixes the three operators. The proof evaluates both sides at a basis label and reorders the factors.

```lean
/-- Each swap exchanges the corresponding two factors of a product state. -/
theorem swap_productState (x y z : Fin d → ℂ) :
    F12 (productState x y z) = productState y x z ∧
    F13 (productState x y z) = productState z y x ∧
    F23 (productState x y z) = productState x z y := by
  refine ⟨?_, ?_, ?_⟩ <;> funext p <;> obtain ⟨a, b, c⟩ := p <;>
    simp only [F12, F13, F23, productState, LinearMap.coe_mk, AddHom.coe_mk] <;> ring
```

**Q:** Does the proof of the main identity follow your expansion?

**A:** It follows the same cancellation, but in amplitudes. `LinearMap.ext` and `funext` reduce the operator equation to one amplitude of an arbitrary state. `simp only` turns every swap into a permutation of $(a,b,c)$, and `ring` collects the coefficients of the permuted amplitudes. The relations among $C$ and $D$ hold automatically, because equal products yield the same amplitude.

```lean
/-- For independent parameters, the two orderings of the three R-operators differ by
`w + v - u` times the commutator of `F12` and `F13`. -/
theorem yangBaxter_defect (w u v : ℂ) :
    R (F12 (d := d)) w * R F13 u * R F23 v - R F23 v * R F13 u * R F12 w
      = (w + v - u) • (F12 * F13 - F13 * F12) := by
  -- compare the amplitudes at an arbitrary basis state
  refine LinearMap.ext fun ψ => funext fun p => ?_
  obtain ⟨a, b, c⟩ := p
  simp only [R, F12, F13, F23, Module.End.mul_apply, Module.End.one_apply,
    LinearMap.add_apply, LinearMap.sub_apply, LinearMap.smul_apply, LinearMap.coe_mk,
    AddHom.coe_mk, Pi.add_apply, Pi.sub_apply, Pi.smul_apply, smul_eq_mul]
  ring
```

The Yang–Baxter equation follows by setting $w=u-v$, which makes the prefactor zero. It holds for every $d$.

```lean
/-- The Yang-Baxter equation for `R(x) = x + F` on three copies of `C^d`. -/
theorem yangBaxter (u v : ℂ) :
    R (F12 (d := d)) (u - v) * R F13 u * R F23 v
      = R F23 v * R F13 u * R F12 (u - v) := by
  have h : u - v + v - u = 0 := by ring
  rw [← sub_eq_zero, yangBaxter_defect, h, zero_smul]
```

**Q:** Is $u-v$ forced, or merely sufficient?

**A:** It is forced when $d\ge 2$. For $d=1$ every swap is the identity and any $w$ works. For $d\ge2$, choose levels $i\neq j$ and let $\psi(a,b,c)=1$ if $a=i$, and $0$ otherwise. At the label $(i,j,i)$, $F_{12}F_{13}\psi$ has amplitude $\psi(i,i,j)=1$, while $F_{13}F_{12}\psi$ has $\psi(j,i,i)=0$. The swaps do not commute.

```lean
/-- The swaps `F12` and `F13` do not commute when the local dimension is at least two. -/
theorem swaps_not_commute (hd : 2 ≤ d) :
    F12 (d := d) * F13 ≠ F13 * F12 := by
  intro h
  obtain ⟨i, j, hij⟩ : ∃ i j : Fin d, i ≠ j :=
    ⟨⟨0, by omega⟩, ⟨1, by omega⟩, by simp [Fin.ext_iff]⟩
  -- a state that is supported on level i of the first site tells the two products apart
  let ψ : ThreeSites d := fun p => if p.1 = i then 1 else 0
  have h1 : ψ (i, i, j) = ψ (j, i, i) := congrFun (LinearMap.congr_fun h ψ) (i, j, i)
  simp [ψ, hij.symm] at h1
```

If the equation holds with $w+v-u\neq0$, the difference formula can be divided by that number, and the commutator would vanish. This contradiction gives one direction of the equivalence; the other is the theorem for $w=u-v$.

```lean
/-- For local dimension at least two, the three R-operators with parameters `w`, `u`, `v`
satisfy the Yang-Baxter equation exactly when `w = u - v`. -/
theorem yangBaxter_iff (hd : 2 ≤ d) (w u v : ℂ) :
    R (F12 (d := d)) w * R F13 u * R F23 v = R F23 v * R F13 u * R F12 w
      ↔ w = u - v := by
  constructor
  · intro h
    by_contra hw
    have hc : w + v - u ≠ 0 := fun h0 => hw (by linear_combination h0)
    have h1 := yangBaxter_defect (d := d) w u v
    rw [sub_eq_zero.mpr h] at h1
    -- dividing by the nonzero prefactor would make the swaps commute
    have h2 : F12 (d := d) * F13 - F13 * F12 = 0 := by
      rw [← inv_smul_smul₀ hc (F12 (d := d) * F13 - F13 * F12), ← h1, smul_zero]
    exact swaps_not_commute hd (sub_eq_zero.mp h2)
  · rintro rfl
    exact yangBaxter u v
```

**Q:** In spin-chain work I usually see operators on neighbouring sites only.

**A:** That is the braid form, with $\check R_{ij}(x)=F_{ij}R_{ij}(x)=1+xF_{ij}$:
$$\check R_{12}(u-v)\check R_{23}(u)\check R_{12}(v)=\check R_{23}(v)\check R_{12}(u)\check R_{23}(u-v).$$
By hand, use $F_{12}^2=F_{23}^2=1$ and $F_{12}F_{23}F_{12}=F_{23}F_{12}F_{23}$. Both sides become
$$1+(u-v)v+u(F_{12}+F_{23})+(u-v)u\,F_{12}F_{23}+uv\,F_{23}F_{12}+(u-v)uv\,F_{12}F_{23}F_{12}.$$
Lean again compares amplitudes.

```lean
/-- The braid form of the Yang-Baxter equation, for the operators `F R(x)` acting on
neighbouring sites. -/
theorem yangBaxter_braid (u v : ℂ) :
    (F12 (d := d) * R F12 (u - v)) * (F23 * R F23 u) * (F12 * R F12 v)
      = (F23 * R F23 v) * (F12 * R F12 u) * (F23 * R F23 (u - v)) := by
  refine LinearMap.ext fun ψ => funext fun p => ?_
  obtain ⟨a, b, c⟩ := p
  simp only [R, F12, F23, Module.End.mul_apply, Module.End.one_apply,
    LinearMap.add_apply, LinearMap.smul_apply, LinearMap.coe_mk,
    AddHom.coe_mk, Pi.add_apply, Pi.smul_apply, smul_eq_mul]
  ring
```

**Q:** A scattering operator should also be invertible.

**A:** Since $F_{12}^2=1$, we have $(x+F_{12})(-x+F_{12})=1-x^2$. So $R_{12}(x)$ is invertible when $x\neq\pm1$. The Lean proof is the same amplitude comparison.

```lean
/-- The inversion relation: `R12(x) R12(-x)` is the scalar `1 - x²`. -/
theorem R_inversion (x : ℂ) :
    R (F12 (d := d)) x * R F12 (-x) = (1 - x ^ 2) • 1 := by
  refine LinearMap.ext fun ψ => funext fun p => ?_
  obtain ⟨a, b, c⟩ := p
  simp only [R, F12, Module.End.mul_apply, Module.End.one_apply,
    LinearMap.add_apply, LinearMap.smul_apply, LinearMap.coe_mk,
    AddHom.coe_mk, Pi.add_apply, Pi.smul_apply, smul_eq_mul]
  ring

end

end SwapYangBaxter
```

**Q:** Then what physics is still missing?

**A:** The dynamics. The form $x+F$ is postulated: it stands for a two-body process in which the internal states are either kept or exchanged, with a relative weight set by $x$. No Hamiltonian is solved to obtain it, and the formal state space carries no inner product, so the theorems do not address unitarity. For $d=2$ this is the R-matrix behind the isotropic spin-1/2 Heisenberg chain, but the theorems concern three sites and construct neither a transfer matrix nor a spectrum.

```lean
#print axioms SwapYangBaxter.swap_productState
-- 'SwapYangBaxter.swap_productState' depends on axioms: [propext, Classical.choice, Quot.sound]
#print axioms SwapYangBaxter.yangBaxter_iff
-- 'SwapYangBaxter.yangBaxter_iff' depends on axioms: [propext, Classical.choice, Quot.sound]
#print axioms SwapYangBaxter.yangBaxter_braid
-- 'SwapYangBaxter.yangBaxter_braid' depends on axioms: [propext, Classical.choice, Quot.sound]
#print axioms SwapYangBaxter.R_inversion
-- 'SwapYangBaxter.R_inversion' depends on axioms: [propext, Classical.choice, Quot.sound]
```
